# Frequency warping of a harmonic field under the trapezoidal rule

A field oscillating as exp(−iwt), with real frequency w, is multiplied by z = exp(−iwh) over one time step h > 0. The lemma says that, when |w|h < π, the sum z + 1 is nonzero and 2(z − 1) = −iWh(z + 1), where W = (2/h) tan(wh/2). So the difference quotient (z − 1)/h equals −iW times the two-step average (z + 1)/2: the trapezoidal rule sees the frequency W in place of w. The proof writes c and s for the cosine and sine of wh/2, factors z + 1 as 2c(c − is) and z − 1 as −2is(c − is), and links the two through Whc = 2s.

The failing Lean file:

```lean
import Mathlib

open Filter Topology

namespace TrapezoidalLorentz

noncomputable section

/-- The harmonic field `exp(-i w n h)` sampled at the time steps. -/
def drive (w h : ℝ) (n : ℕ) : ℂ := Complex.exp (-Complex.I * w * n * h)

/-- The warped frequency `W = (2/h) tan(w h/2)`. -/
def warped (w h : ℝ) : ℝ := 2 / h * Real.tan (w * h / 2)

/-- For `|w| h < π`, on the harmonic field the trapezoidal difference quotient acts as
multiplication by `-i W`, and the two-step average does not vanish. -/
theorem difference_symbol {w h : ℝ} (hh : 0 < h) (hw : |w| * h < Real.pi) :
    drive w h 1 + 1 ≠ 0 ∧
      2 * (drive w h 1 - 1) = -(Complex.I * warped w h * h) * (drive w h 1 + 1) := by
  have habs : |w * h| < Real.pi := by rwa [abs_mul, abs_of_pos hh]
  obtain ⟨h1, h2⟩ := abs_lt.mp habs
  have hcos : Real.cos (w * h / 2) ≠ 0 :=
    (Real.cos_pos_of_mem_Ioo ⟨by linarith, by linarith⟩).ne'
  have hWr : warped w h * h * Real.cos (w * h / 2) = 2 * Real.sin (w * h / 2) := by
    unfold warped
    rw [Real.tan_eq_sin_div_cos]
    field_simp
  have hsr := Real.cos_sq_add_sin_sq (w * h / 2)
  -- the phase factor is the square of the half-angle phase
  have hz : drive w h 1 = ((Real.cos (w * h / 2) : ℂ) -
      (Real.sin (w * h / 2) : ℂ) * Complex.I) ^ 2 := by
    have he : Complex.exp (-((w * h / 2 : ℝ) : ℂ) * Complex.I) =
        Complex.cos ((w * h / 2 : ℝ) : ℂ) - Complex.sin ((w * h / 2 : ℝ) : ℂ) * Complex.I := by
      rw [Complex.exp_mul_I, Complex.cos_neg, Complex.sin_neg]
      ring
    rw [Complex.ofReal_cos, Complex.ofReal_sin, ← he, sq, ← Complex.exp_add]
    unfold drive
    congr 1
    push_cast
    ring
  generalize Real.cos (w * h / 2) = c at *
  generalize Real.sin (w * h / 2) = s at *
  have hW : (warped w h : ℂ) * h * c = 2 * s := by exact_mod_cast hWr
  have hs : (c : ℂ) ^ 2 + (s : ℂ) ^ 2 = 1 := by exact_mod_cast hsr
  have hc : (c : ℂ) ≠ 0 := by exact_mod_cast hcos
  have hu : (c : ℂ) - s * Complex.I ≠ 0 := by
    intro h0
    rw [h0] at hz
    exact Complex.exp_ne_zero _ (hz.trans (by norm_num))
  have hp : drive w h 1 + 1 = 2 * c * (c - s * Complex.I) := by
    rw [hz]
    linear_combination (-1 : ℂ) * hs + (s : ℂ) ^ 2 * Complex.I_sq
  have hm : drive w h 1 - 1 = -2 * Complex.I * s * (c - s * Complex.I) := by
    rw [hz]
    linear_combination hs - (s : ℂ) ^ 2 * Complex.I_sq
  refine ⟨?_, ?_⟩
  · rw [hp]
    exact mul_ne_zero (mul_ne_zero two_ne_zero hc) hu
  · rw [hp, hm]
    linear_combination 2 * Complex.I * (c - s * Complex.I) * hW

end

end TrapezoidalLorentz
```

The compiler's answer:

```
Main.lean:24:81: error: unsolved goals
w h : ℝ
hh : 0 < h
hw : |w| * h < Real.pi
habs : |w * h| < Real.pi
h1 : -Real.pi < w * h
h2 : w * h < Real.pi
hcos : Real.cos (w * h / 2) ≠ 0
⊢ Real.sin (h * w / 2) * Real.cos (h * w / 2) / Real.cos (h * w / 2) = Real.sin (h * w / 2)
```

Diagnosis. The error is in the proof of `hWr`, the real identity Whc = 2s. Once the tangent is written as sine over cosine, what remains is to cancel the cosine, which `hcos` says is nonzero. But `field_simp` also rearranged the arguments inside the functions, turning `w * h / 2` into `h * w / 2`. The hypothesis `hcos` still speaks of `Real.cos (w * h / 2)`, which is equal to the new cosine but not written the same way, so `field_simp` did not use it to cancel. The goal left over has that cosine both above and below the fraction bar.

The repair replaces the cosine by a variable `c`, in the goal and in `hcos` together, before `field_simp` runs. There is then no argument to rearrange, `hcos` reads `c ≠ 0`, and the cancellation goes through. The second `generalize` does the same for the sine. That one looks like tidying, since the sine needs no cancelling and appears in the same form on both sides of the leftover goal.

The repair, with which the file compiles:

```diff
@@ -25,4 +25,6 @@
     unfold warped
     rw [Real.tan_eq_sin_div_cos]
+    generalize Real.cos (w * h / 2) = c at hcos ⊢
+    generalize Real.sin (w * h / 2) = s
     field_simp
   have hsr := Real.cos_sq_add_sin_sq (w * h / 2)
```
